# Two Hubbard electrons on a finite connected graph with hopping −t, t > 0: every triplet state lies strictly above some singlet state

## The question

With exactly two electrons I can drop the fermion operators and describe the spin through the spatial wave function ψ(x,y), symmetric for a singlet and antisymmetric for a triplet. In that language I believe the following: on a finite connected graph with hopping −t, t > 0, and any real on-site U, every nonzero triplet has a singlet with strictly smaller energy expectation, so the ground state is never ferromagnetic. Replacing ψ by |ψ| only gives me ≤. How does one get the strict inequality rigorously, and can it be machine-checked?

## The answer

Keep that description and let H act on all complex functions on V × V, where V is the finite set of sites. Read ψ(x,y) as the amplitude for the up electron at x and the down electron at y. This is the S_z = 0 sector, which contains one member of every spin multiplet. The file takes this picture as its definition of the model: the link between exchange symmetry and total spin is an input, not derived from creation operators. With A the adjacency matrix of the graph G, the matrix elements are

H((x,y),(x′,y′)) = −t (A(x,x′) δ(y,y′) + δ(x,x′) A(y,y′)) + U(x) δ(x,y) δ(x,x′) δ(y,y′).

The condition t > 0 says that every bond carries the same real negative amplitude, with no magnetic flux. Connectedness says that an electron can reach every site. U(x) is the cost of double occupation of x, of either sign and site dependent.

### Filling the nodes of |ψ|

Write p, q, r, s for configurations, that is, pairs of sites, and define

F[ψ] = Σ_pq H(p,q) Re(ψ(p)* ψ(q)),   N[ψ] = Σ_p |ψ(p)|²,   E[ψ] = F[ψ] / N[ψ].

Step 1. For p ≠ q we have H(p,q) ≤ 0 and Re(ψ(p)* ψ(q)) ≤ |ψ(p)| |ψ(q)|, while the diagonal terms see only |ψ(p)|². Hence

F[|ψ|] ≤ F[ψ].

Equality can occur: on two sites both sides are 0 for a triplet, because H couples (0,1) and (1,0) only to the doubly occupied configurations, where ψ vanishes.

Step 2. Let χ(p) = 1 where ψ(p) = 0 (a node) and χ(p) = 0 elsewhere, and put φ = |ψ| + εχ with ε > 0. Since |ψ(p)| χ(p) = 0 for every p,

N[φ] = N[ψ] + ε² M,   M = Σ_r χ(r)²,

F[φ] = F[|ψ|] + ε B + ε² C,

B = Σ_rs H(r,s) (|ψ(r)| χ(s) + χ(r) |ψ(s)|),   C = Σ_rs H(r,s) χ(r) χ(s).

In B the diagonal terms vanish, so U does not enter, and the off-diagonal terms are ≤ 0. If ψ(p) = 0, ψ(q) ≠ 0 and H(p,q) < 0 for some pair, that term equals H(p,q) |ψ(q)| < 0, so B < 0. Abbreviate F = F[ψ], N = N[ψ] > 0 and K = C N − F M. Both norms are positive, so E[φ] < E[ψ] is equivalent to negativity of

F[φ] N − F N[φ] = (F[|ψ|] − F) N + ε (B N + ε K).

The first term is ≤ 0 by step 1. Choose ε = −B N / (|K| + 1) > 0. Then

B N + ε K ≤ B N + ε |K| = −ε < 0.

Step 3. A nonzero triplet has ψ(a,b) ≠ 0 for some sites a, b, and ψ(a,a) = −ψ(a,a) forces ψ(a,a) = 0. Follow a walk from a to b with the second electron. The function ψ(a,·) starts at zero and ends nonzero, so some edge y, y′ has ψ(a,y) = 0 and ψ(a,y′) ≠ 0, and H((a,y),(a,y′)) = −t < 0. This is the pair that step 2 needs.

Step 4. |ψ(y,x)| = |ψ(x,y)| and the nodes are symmetric under exchange, so φ is symmetric. It is nonzero because φ(a,y′) = |ψ(a,y′)|.

### The theorems in words

`hubbard G t U` is H, built with Kronecker products, where `p.1` and `p.2` are x and y. `form`, `normSq` and `energy` are F, N and E. H is real symmetric, so the real part in `form` loses nothing. `nodes` is χ, `filled` is φ, and `IsSinglet`, `IsTriplet` are the two exchange symmetries.

`singlet_below_triplet` is your claim: for `G.Connected`, `0 < t`, any `U : V → ℝ` and a nonzero triplet ψ, there is a nonzero singlet φ with E[φ] < E[ψ]. The clause `φ ≠ 0` carries weight, because Lean evaluates 0/0 as 0 and the zero function would otherwise undercut any triplet of positive energy. Two sites are not assumed: on one site the only triplet is zero and the statement is empty.

`ground_state_not_triplet` says that a nonzero minimiser of E among all nonzero functions is not antisymmetric. The minimiser is a hypothesis. Its existence, its uniqueness, its being symmetric and any lower bound on the singlet–triplet gap are not stated.

`edgeless_triplet_minimal` treats a graph without edges, with U ≥ 0 and any t: a triplet has F = 0 and every state has F ≥ 0, so a nonzero triplet is a minimiser there. It says nothing about other disconnected graphs. `dimer_witness` shows that the two-site graph is connected and that ψ(x,y) = x − y is a nonzero triplet on it. Its values are ψ(1,0) = 1 and ψ(0,1) = −1, or ±1/√2 after normalisation.

For a finite connected Hubbard cluster with exactly two electrons and the same hopping amplitude −t, t > 0, on every bond (no twisted or antiperiodic boundary phase), a variational or diagonalisation code that returns a triplet as ground state has therefore missed the minimum.

```lean
import Mathlib

open Matrix Finset
open scoped Kronecker

namespace TwoElectronSinglet

noncomputable section

section General

variable {ι : Type*} [Fintype ι]

/-- The real part of `⟨ψ|H|ψ⟩` for a real Hamiltonian matrix and a complex wave function. -/
def form (H : Matrix ι ι ℝ) (ψ : ι → ℂ) : ℝ := (star ψ ⬝ᵥ (H.map Complex.ofReal) *ᵥ ψ).re

/-- The squared norm `⟨ψ|ψ⟩`. -/
def normSq (ψ : ι → ℂ) : ℝ := ∑ p, ‖ψ p‖ ^ 2

/-- The energy expectation `Re ⟨ψ|H|ψ⟩ / ⟨ψ|ψ⟩`. -/
def energy (H : Matrix ι ι ℝ) (ψ : ι → ℂ) : ℝ := form H ψ / normSq ψ

/-- Indicator function of the configurations where `ψ` vanishes. -/
def nodes (ψ : ι → ℂ) (p : ι) : ℝ := if ψ p = 0 then 1 else 0

/-- The trial function `|ψ|` with its nodes filled by the amplitude `ε`. -/
def filled (ψ : ι → ℂ) (ε : ℝ) (p : ι) : ℂ := ((‖ψ p‖ + ε * nodes ψ p : ℝ) : ℂ)

/-- The real part of `⟨ψ|H|ψ⟩` written as a double sum over configurations. -/
theorem form_eq (H : Matrix ι ι ℝ) (ψ : ι → ℂ) :
    form H ψ = ∑ p, ∑ q, H p q * (star (ψ p) * ψ q).re := by
  unfold form
  simp only [dotProduct, mulVec, Finset.mul_sum, Complex.re_sum, Matrix.map_apply,
    Pi.star_apply]
  refine sum_congr rfl fun p _ => sum_congr rfl fun q _ => ?_
  simp only [Complex.mul_re, Complex.mul_im, Complex.ofReal_re, Complex.ofReal_im,
    Complex.star_def, Complex.conj_re, Complex.conj_im]
  ring

/-- For a real wave function `⟨f|H|f⟩` is the real quadratic form of `H`. -/
theorem form_ofReal (H : Matrix ι ι ℝ) (f : ι → ℝ) :
    form H (fun p => (f p : ℂ)) = ∑ p, ∑ q, H p q * (f p * f q) := by
  simp only [form_eq, Complex.star_def, Complex.conj_ofReal, ← Complex.ofReal_mul,
    Complex.ofReal_re]

/-- If all off-diagonal elements of `H` are non-positive, replacing `ψ` by `|ψ|` does not raise the
real part of `⟨ψ|H|ψ⟩`. -/
theorem form_abs_le (H : Matrix ι ι ℝ) (hoff : ∀ p q, p ≠ q → H p q ≤ 0) (ψ : ι → ℂ) :
    form H (fun p => ((‖ψ p‖ : ℝ) : ℂ)) ≤ form H ψ := by
  rw [form_ofReal H (fun p => ‖ψ p‖), form_eq]
  refine sum_le_sum fun p _ => sum_le_sum fun q _ => ?_
  by_cases h : p = q
  · subst h
    have h1 : (star (ψ p) * ψ p).re = ‖ψ p‖ * ‖ψ p‖ := by
      rw [Complex.star_def, ← Complex.normSq_eq_conj_mul_self, Complex.ofReal_re,
        Complex.normSq_eq_norm_sq, sq]
    exact le_of_eq (by rw [h1])
  · have h1 := Complex.re_le_norm (star (ψ p) * ψ q)
    rw [norm_mul, norm_star] at h1
    nlinarith [mul_nonneg (neg_nonneg.2 (hoff p q h)) (sub_nonneg.2 h1)]

/-- If `H` has non-positive off-diagonal elements and a strictly negative one between a node
of `ψ` and a configuration where `ψ` is nonzero, then for some `ε > 0` the filled trial
function has strictly lower energy expectation than `ψ`. -/
theorem energy_filled_lt (H : Matrix ι ι ℝ) (hoff : ∀ p q, p ≠ q → H p q ≤ 0) (ψ : ι → ℂ)
    (p q : ι) (hp : ψ p = 0) (hq : ψ q ≠ 0) (hH : H p q < 0) :
    ∃ ε > 0, energy H (filled ψ ε) < energy H ψ := by
  have hfχ : ∀ r, ‖ψ r‖ * nodes ψ r = 0 := fun r => by
    by_cases h : ψ r = 0 <;> simp [nodes, h]
  have hχ : ∀ r, 0 ≤ nodes ψ r := fun r => by
    unfold nodes
    split_ifs <;> norm_num
  obtain ⟨B, hB⟩ : ∃ B, B = ∑ r, ∑ s, H r s * (‖ψ r‖ * nodes ψ s + nodes ψ r * ‖ψ s‖) :=
    ⟨_, rfl⟩
  obtain ⟨C, hC⟩ : ∃ C, C = ∑ r, ∑ s, H r s * (nodes ψ r * nodes ψ s) := ⟨_, rfl⟩
  obtain ⟨M, hM⟩ : ∃ M, M = ∑ r, nodes ψ r ^ 2 := ⟨_, rfl⟩
  -- expansion in ε: the norm has no first-order term
  have hform : ∀ ε, form H (filled ψ ε)
      = form H (fun r => ((‖ψ r‖ : ℝ) : ℂ)) + ε * B + ε ^ 2 * C := fun ε => by
    refine (form_ofReal H (fun r => ‖ψ r‖ + ε * nodes ψ r)).trans ?_
    rw [form_ofReal H (fun r => ‖ψ r‖)]
    simp only [hB, hC, Finset.mul_sum, ← Finset.sum_add_distrib]
    refine sum_congr rfl fun r _ => sum_congr rfl fun s _ => ?_
    ring
  have hnorm : ∀ ε, normSq (filled ψ ε) = normSq ψ + ε ^ 2 * M := fun ε => by
    simp only [normSq, filled, Complex.norm_real, Real.norm_eq_abs, sq_abs, hM,
      Finset.mul_sum, ← Finset.sum_add_distrib]
    refine sum_congr rfl fun r _ => ?_
    linear_combination 2 * ε * hfχ r
  -- the first-order term of the form is strictly negative
  have hterm : ∀ r s, H r s * (‖ψ r‖ * nodes ψ s + nodes ψ r * ‖ψ s‖) ≤ 0 := fun r s => by
    by_cases h : r = s
    · subst h
      have h0 : ‖ψ r‖ * nodes ψ r + nodes ψ r * ‖ψ r‖ = 0 := by
        linear_combination 2 * hfχ r
      rw [h0]
      simp
    · exact mul_nonpos_of_nonpos_of_nonneg (hoff r s h)
        (add_nonneg (mul_nonneg (norm_nonneg _) (hχ s)) (mul_nonneg (hχ r) (norm_nonneg _)))
  have hBneg : B < 0 := by
    have h0 : ‖ψ p‖ * nodes ψ q + nodes ψ p * ‖ψ q‖ = ‖ψ q‖ := by simp [nodes, hp]
    rw [hB]
    refine Finset.sum_neg' (fun r _ => Finset.sum_nonpos fun s _ => hterm r s)
      ⟨p, mem_univ _, Finset.sum_neg' (fun s _ => hterm p s) ⟨q, mem_univ _, ?_⟩⟩
    rw [h0]
    exact mul_neg_of_neg_of_pos hH (norm_pos_iff.2 hq)
  have hN : 0 < normSq ψ :=
    Finset.sum_pos' (fun r _ => sq_nonneg _) ⟨q, mem_univ _, pow_pos (norm_pos_iff.2 hq) 2⟩
  have hM0 : 0 ≤ M := by
    rw [hM]
    exact Finset.sum_nonneg fun r _ => sq_nonneg _
  have hE := form_abs_le H hoff ψ
  -- choose ε so that first order beats second order
  obtain ⟨K, hK⟩ : ∃ K, K = C * normSq ψ - form H ψ * M := ⟨_, rfl⟩
  have hK1 : 0 < |K| + 1 := by positivity
  obtain ⟨ε, hε, hεK⟩ : ∃ ε > 0, ε * (|K| + 1) = -B * normSq ψ :=
    ⟨-B * normSq ψ / (|K| + 1), div_pos (mul_pos (neg_pos.2 hBneg) hN) hK1,
      div_mul_cancel₀ _ hK1.ne'⟩
  have h1 : B * normSq ψ + ε * K < 0 := by
    nlinarith [mul_le_mul_of_nonneg_left (le_abs_self K) hε.le]
  have h2 := mul_neg_of_pos_of_neg hε h1
  rw [hK] at h2
  refine ⟨ε, hε, ?_⟩
  unfold energy
  rw [hform, hnorm, div_lt_div_iff₀ (by positivity) hN]
  nlinarith [h2, mul_le_mul_of_nonneg_right hE hN.le]

end General

variable {V : Type*} [Fintype V] [DecidableEq V] (G : SimpleGraph V) [DecidableRel G.Adj]

/-- The two-electron Hubbard Hamiltonian on spatial wave functions `ψ(x,y)`: each electron
hops with amplitude `-t` along the edges of `G`, and double occupation of `x` costs `U x`. -/
def hubbard (t : ℝ) (U : V → ℝ) : Matrix (V × V) (V × V) ℝ :=
  (-t) • (G.adjMatrix ℝ ⊗ₖ (1 : Matrix V V ℝ) + (1 : Matrix V V ℝ) ⊗ₖ G.adjMatrix ℝ)
    + diagonal fun p => if p.1 = p.2 then U p.1 else 0

/-- The spatial wave function of a spin singlet is symmetric. -/
def IsSinglet {W : Type*} (φ : W × W → ℂ) : Prop := ∀ x y, φ (y, x) = φ (x, y)

/-- The spatial wave function of a spin triplet is antisymmetric. -/
def IsTriplet {W : Type*} (ψ : W × W → ℂ) : Prop := ∀ x y, ψ (y, x) = -ψ (x, y)

omit [Fintype V] in
/-- Matrix elements of the two-electron Hubbard Hamiltonian. -/
theorem hubbard_apply (t : ℝ) (U : V → ℝ) (p q : V × V) :
    hubbard G t U p q =
      -t * ((if G.Adj p.1 q.1 then 1 else 0) * (if p.2 = q.2 then 1 else 0)
        + (if p.1 = q.1 then 1 else 0) * (if G.Adj p.2 q.2 then 1 else 0))
      + (if p = q then (if p.1 = p.2 then U p.1 else 0) else 0) := by
  rfl

/-- A walk from a site where `g` vanishes to a site where it does not implies an edge from a
zero of `g` to a site where `g` is nonzero. -/
theorem exists_boundary_edge {W : Type*} {Γ : SimpleGraph W} (g : W → ℂ) {a b : W}
    (w : Γ.Walk a b) : g a = 0 → g b ≠ 0 → ∃ y y', Γ.Adj y y' ∧ g y = 0 ∧ g y' ≠ 0 := by
  induction w with
  | nil => exact fun ha hb => absurd ha hb
  | @cons u v z hadj w ih =>
    intro ha hb
    by_cases hv : g v = 0
    · exact ih hv hb
    · exact ⟨u, v, hadj, ha, hv⟩

/-- On a finite connected graph with `t > 0` and any real `U`, every nonzero triplet wave
function is beaten by a nonzero singlet one of strictly smaller energy expectation. -/
theorem singlet_below_triplet (hG : G.Connected) {t : ℝ} (ht : 0 < t) (U : V → ℝ)
    (ψ : V × V → ℂ) (hψ : IsTriplet ψ) (hne : ψ ≠ 0) :
    ∃ φ, IsSinglet φ ∧ φ ≠ 0 ∧ energy (hubbard G t U) φ < energy (hubbard G t U) ψ := by
  obtain ⟨⟨a, b⟩, hab⟩ := Function.ne_iff.1 hne
  have haa : ψ (a, a) = 0 := by linear_combination (1 / 2) * hψ a a
  -- move the second electron from a to b
  obtain ⟨w⟩ := hG.preconnected a b
  obtain ⟨y, y', hadj, hy, hy'⟩ := exists_boundary_edge (fun y => ψ (a, y)) w haa hab
  have hy2 : ψ (a, y') ≠ 0 := hy'
  have hoff : ∀ p q, p ≠ q → hubbard G t U p q ≤ 0 := fun p q h => by
    rw [hubbard_apply, if_neg h]
    split_ifs <;> linarith
  have hH : hubbard G t U (a, y) (a, y') < 0 := by
    rw [hubbard_apply]
    simp [hadj, hadj.ne, ht]
  obtain ⟨ε, -, hlt⟩ := energy_filled_lt _ hoff ψ (a, y) (a, y') hy hy2 hH
  refine ⟨filled ψ ε, fun u v => ?_, fun h => ?_, hlt⟩
  · have hn : nodes ψ (v, u) = nodes ψ (u, v) := by
      by_cases h : ψ (u, v) = 0 <;> simp [nodes, hψ u v, h]
    unfold filled
    rw [hn, hψ u v, norm_neg]
  · have h1 := congrFun h (a, y')
    simp [filled, nodes, hy2] at h1

/-- On a finite connected graph with `t > 0`, a nonzero state that minimises the energy
expectation among all nonzero states is not a triplet. -/
theorem ground_state_not_triplet (hG : G.Connected) {t : ℝ} (ht : 0 < t) (U : V → ℝ)
    (ψ : V × V → ℂ) (hne : ψ ≠ 0)
    (hmin : ∀ φ, φ ≠ 0 → energy (hubbard G t U) ψ ≤ energy (hubbard G t U) φ) :
    ¬ IsTriplet ψ := fun hψ => by
  obtain ⟨φ, -, h0, hlt⟩ := singlet_below_triplet G hG ht U ψ hψ hne
  exact absurd (hmin φ h0) (not_le_of_gt hlt)

/-- On a graph without edges and with `U ≥ 0`, a triplet has `⟨H⟩ = 0` while every state has
`⟨H⟩ ≥ 0`. -/
theorem edgeless_triplet_minimal (hG : ∀ x y, ¬ G.Adj x y) (t : ℝ) (U : V → ℝ)
    (hU : ∀ x, 0 ≤ U x) (ψ : V × V → ℂ) (hψ : IsTriplet ψ) :
    form (hubbard G t U) ψ = 0 ∧ ∀ φ, 0 ≤ form (hubbard G t U) φ := by
  have hent : ∀ p q, hubbard G t U p q
      = if p = q then (if p.1 = p.2 then U p.1 else 0) else 0 := fun p q => by
    rw [hubbard_apply, if_neg (hG _ _), if_neg (hG _ _)]
    ring
  have key : ∀ χ, form (hubbard G t U) χ
      = ∑ p, (if p.1 = p.2 then U p.1 else 0) * (star (χ p) * χ p).re := fun χ => by
    rw [form_eq]
    refine sum_congr rfl fun p _ => ?_
    rw [Finset.sum_eq_single p]
    · rw [hent, if_pos rfl]
    · intro q _ hq
      rw [hent, if_neg hq.symm, zero_mul]
    · simp
  refine ⟨?_, fun φ => ?_⟩
  · rw [key]
    refine Finset.sum_eq_zero ?_
    rintro ⟨a, b⟩ -
    by_cases h : a = b
    · subst h
      have haa : ψ (a, a) = 0 := by linear_combination (1 / 2) * hψ a a
      simp [haa]
    · simp [h]
  · rw [key]
    refine Finset.sum_nonneg fun p _ => mul_nonneg ?_ ?_
    · split_ifs
      exacts [hU _, le_rfl]
    · rw [Complex.star_def, ← Complex.normSq_eq_conj_mul_self, Complex.ofReal_re]
      exact Complex.normSq_nonneg _

/-- The two-site complete graph is connected and `ψ(x,y) = x - y` is a nonzero triplet wave
function on it. -/
theorem dimer_witness : (⊤ : SimpleGraph (Fin 2)).Connected ∧
    IsTriplet (fun p : Fin 2 × Fin 2 => (p.1.val : ℂ) - (p.2.val : ℂ)) ∧
    (fun p : Fin 2 × Fin 2 => (p.1.val : ℂ) - (p.2.val : ℂ)) ≠ 0 := by
  refine ⟨?_, fun x y => by simp, fun h => ?_⟩
  · exact SimpleGraph.connected_top
  · have h1 := congrFun h (1, 0)
    simp at h1

end

end TwoElectronSinglet
```

```lean
#print axioms TwoElectronSinglet.singlet_below_triplet
-- 'TwoElectronSinglet.singlet_below_triplet' depends on axioms: [propext, Classical.choice, Quot.sound]
#print axioms TwoElectronSinglet.ground_state_not_triplet
-- 'TwoElectronSinglet.ground_state_not_triplet' depends on axioms: [propext, Classical.choice, Quot.sound]
#print axioms TwoElectronSinglet.edgeless_triplet_minimal
-- 'TwoElectronSinglet.edgeless_triplet_minimal' depends on axioms: [propext, Classical.choice, Quot.sound]
```

### How the Lean proof follows the four steps

The first lemmas concern a real matrix on a finite index type and do not assume it symmetric; `form_abs_le` and `energy_filled_lt` assume that its off-diagonal elements are non-positive. `form_eq` turns `form` into the double sum F, and `form_ofReal` specialises it to real functions. `form_abs_le` is step 1, term by term: equality on the diagonal, and `Complex.re_le_norm` multiplied by −H(p,q) ≥ 0 off it.

`energy_filled_lt` is step 2. `hfχ` states |ψ|χ = 0, and `hform` and `hnorm` are the two expansions in ε, with `linear_combination 2 * ε * hfχ r` removing the first-order term of the norm. `hterm` bounds each term of B by zero, and `hBneg` applies `Finset.sum_neg'` twice, with row p and column q as the strictly negative entry. ε is introduced through `ε * (|K| + 1) = -B * normSq ψ`, after which `h1` is B N + ε K < 0. `div_lt_div_iff₀` clears the denominators, and the last `nlinarith` combines ε times `h1` with step 1 multiplied by N.

`exists_boundary_edge` is the walk argument, by induction. An empty walk contradicts the hypotheses. Otherwise either the function vanishes at the next site and the rest of the walk is used, or the first edge is the one sought.

In `singlet_below_triplet`, `haa` gives ψ(a,a) = 0, `hoff` and `hH` read the signs of the matrix elements off `hubbard_apply`, and the two closing goals are step 4. `ground_state_not_triplet` sets the strict inequality against `hmin`. In `edgeless_triplet_minimal`, `hent` makes H diagonal and `key` reduces F to Σ_x U(x) |ψ(x,x)|², which vanishes for a triplet and is non-negative when U ≥ 0.
